# Energy and energy variance of the Néel state in a finite spin-1/2 Heisenberg model

Take two spins 1/2 with $H=J\,\mathbf S_1\cdot\mathbf S_2$ and prepare $|\uparrow\downarrow\rangle$. This state is an equal superposition of the singlet, with energy $-3J/4$, and the $m=0$ triplet, with energy $J/4$. For $J\neq0$ its energy is therefore not sharp: $H$ mixes in the exchanged state $|\downarrow\uparrow\rangle$. The problems below follow the same exchange on every bond of a larger graph and ask how the contributions add up.

## Spins on a set of sites

```lean
import Mathlib

open ComplexConjugate

namespace NeelStateFluctuations

noncomputable section
```

A configuration $\sigma$ assigns up (`true`) or down (`false`) to each site in `V`. A state $\psi$ gives each configuration a complex amplitude $\psi(\sigma)$.

```lean
/-- A state of spins 1/2 on the sites `V`: one complex amplitude for each configuration,
where `true` is spin up and `false` is spin down. -/
abbrev State (V : Type*) := (V → Bool) → ℂ
```

Write $\sigma^{i}$ for $\sigma$ with spin $i$ reversed, and $\sigma^{e}$ for $\sigma$ with the spins at both ends of the unordered pair $e$ reversed. Lean's type for such pairs is `Sym2 V`.

```lean
variable {V : Type*} [DecidableEq V]

/-- The configuration with the spin at site `i` reversed. -/
def flipSpin (i : V) (σ : V → Bool) : V → Bool := fun k => if k = i then !σ k else σ k

/-- The configuration with the spins at both ends of the edge `e` reversed. -/
def flipEdge (e : Sym2 V) (σ : V → Bool) : V → Bool := fun k => if k ∈ e then !σ k else σ k
```

The spin operators are half the Pauli matrices, in units of $\hbar$, written as they act on amplitudes.

```lean
/-- The operator `Sˣ` at site `i`, in units of ħ. -/
def spinX (i : V) (ψ : State V) : State V := fun σ => 1 / 2 * ψ (flipSpin i σ)

/-- The operator `Sʸ` at site `i`, in units of ħ. -/
def spinY (i : V) (ψ : State V) : State V :=
  fun σ => (if σ i then -Complex.I / 2 else Complex.I / 2) * ψ (flipSpin i σ)

omit [DecidableEq V] in
/-- The operator `Sᶻ` at site `i`, in units of ħ. -/
def spinZ (i : V) (ψ : State V) : State V := fun σ => (if σ i then 1 / 2 else -1 / 2) * ψ σ

/-- The scalar product `S_i · S_j` of two spin operators. -/
def spinDot (i j : V) (ψ : State V) : State V :=
  spinX i (spinX j ψ) + spinY i (spinY j ψ) + spinZ i (spinZ j ψ)
```

### (a) One bond acting on amplitudes

For $i\ne j$ and $e=\{i,j\}$, show that
$$(\mathbf S_i\cdot\mathbf S_j\,\psi)(\sigma)=\begin{cases}\tfrac14\psi(\sigma)&\sigma_i=\sigma_j\\-\tfrac14\psi(\sigma)+\tfrac12\psi(\sigma^e)&\sigma_i\neq\sigma_j.\end{cases}$$

The $x$ part gives $\tfrac14\psi(\sigma^e)$. With $\mathrm i$ the imaginary unit, the $y$ part carries a factor $-\mathrm i/2$ for each up spin and $+\mathrm i/2$ for each down spin, so it gives $-\tfrac14\psi(\sigma^e)$ for parallel spins and $+\tfrac14\psi(\sigma^e)$ for antiparallel ones. The $z$ part gives $\pm\tfrac14\psi(\sigma)$. Adding the three gives the claim.

In the proof, `hf` identifies two single flips with $\sigma^e$, and `hs` says that flipping $i$ leaves spin $j$ alone. The four spin cases then need only $\mathrm i^2=-1$.

```lean
/-- For two distinct sites, `S_i · S_j` multiplies parallel spins by 1/4; for antiparallel
spins it gives -1/4 and exchanges them with amplitude 1/2. -/
theorem spinDot_apply {i j : V} (hij : i ≠ j) (ψ : State V) (σ : V → Bool) :
    spinDot i j ψ σ = if σ i = σ j then 1 / 4 * ψ σ
      else -1 / 4 * ψ σ + 1 / 2 * ψ (flipEdge s(i, j) σ) := by
  have hf : flipSpin j (flipSpin i σ) = flipEdge s(i, j) σ := by
    funext k
    by_cases hi : k = i
    · subst hi
      simp [flipSpin, flipEdge, hij]
    · by_cases hj : k = j
      · subst hj
        simp [flipSpin, flipEdge, hi]
      · simp [flipSpin, flipEdge, hi, hj]
  have hs : flipSpin i σ j = σ j := by simp [flipSpin, hij.symm]
  simp only [spinDot, spinX, spinY, spinZ, Pi.add_apply, hf, hs]
  generalize ψ (flipEdge s(i, j) σ) = a
  generalize ψ σ = b
  -- the x and y parts cancel for parallel spins and add up for antiparallel ones
  cases σ i <;> cases σ j <;> simp only [reduceCtorEq, if_true, if_false]
  · linear_combination (a / 4) * Complex.I_sq
  · linear_combination (-a / 4) * Complex.I_sq
  · linear_combination (-a / 4) * Complex.I_sq
  · linear_combination (a / 4) * Complex.I_sq
```

In exact-diagonalisation code a configuration is often stored as an integer whose bits are the spins. Then $\sigma^e$ is an XOR with a two-bit mask, and the formula above is the rule that fills the matrix.

### (b) Order of the sites

Show that $\mathbf S_i\cdot\mathbf S_j=\mathbf S_j\cdot\mathbf S_i$.

For $i=j$ there is nothing to do. Otherwise the formula in (a) is symmetric in the two sites.

```lean
/-- The coupling `S_i · S_j` does not depend on the order of the two sites. -/
theorem spinDot_comm (i j : V) (ψ : State V) : spinDot i j ψ = spinDot j i ψ := by
  by_cases h : i = j
  · subst h
    rfl
  funext σ
  rw [spinDot_apply h, spinDot_apply (Ne.symm h), Sym2.eq_swap]
  by_cases hs : σ i = σ j
  · rw [if_pos hs, if_pos hs.symm]
  · rw [if_neg hs, if_neg (Ne.symm hs)]
```

The operator therefore belongs to the unordered pair, and `Sym2.lift` defines it there.

```lean
/-- The operator `S_i · S_j` attached to the unordered edge `e = {i, j}`. -/
def exchange (e : Sym2 V) (ψ : State V) : State V :=
  Sym2.lift ⟨fun i j => spinDot i j ψ, fun i j => spinDot_comm i j ψ⟩ e
```

### (c) Reversing twice

Show that $(\sigma^e)^e=\sigma$.

Each spin is reversed either twice or not at all.

```lean
lemma flipEdge_flipEdge (e : Sym2 V) (σ : V → Bool) : flipEdge e (flipEdge e σ) = σ := by
  funext k
  by_cases h : k ∈ e <;> simp [flipEdge, h]
```

### (d) A reversal is visible

Show that $\sigma^e\neq\sigma$.

The two configurations differ at an end of $e$.

```lean
lemma flipEdge_ne (e : Sym2 V) (σ : V → Bool) : flipEdge e σ ≠ σ := by
  induction e using Sym2.ind with
  | _ i j =>
    intro h
    have hi := congrFun h i
    simp [flipEdge] at hi
```

### (e) Reading off the bond

Show that $\sigma^e=\sigma^{e'}$ implies $e=e'$.

The sites where $\sigma^e$ differs from $\sigma$ are exactly the members of $e$. The proof compares membership site by site.

```lean
lemma flipEdge_inj {e e' : Sym2 V} {σ : V → Bool} (h : flipEdge e σ = flipEdge e' σ) :
    e = e' := by
  refine Sym2.ext fun k => ?_
  have hk := congrFun h k
  clear h
  by_cases a : k ∈ e <;> by_cases b : k ∈ e' <;> simp [flipEdge, a, b] at hk ⊢
```

## Product states and moments

From here on `V` is finite. The product state $|\sigma\rangle$ is `ket σ`, with amplitude $\langle\tau|\sigma\rangle=\delta_{\tau\sigma}$ on $\tau$; it is normalised. The two moments are defined for any map $A$ on states, take complex values, and have their usual meaning when $A$ is a Hermitian linear operator and $\psi$ is normalised.

```lean
variable [Fintype V]

/-- The product state in which every spin points as prescribed by the configuration `σ`. -/
def ket (σ : V → Bool) : State V := fun τ => if τ = σ then 1 else 0

/-- The expectation value `⟨ψ|A|ψ⟩` of an operator in a normalised state. -/
def expectation (A : State V → State V) (ψ : State V) : ℂ := ∑ σ, conj (ψ σ) * A ψ σ

/-- The variance `⟨A²⟩ - ⟨A⟩²` of an operator in a normalised state. -/
def variance (A : State V → State V) (ψ : State V) : ℂ :=
  expectation (A ∘ A) ψ - expectation A ψ ^ 2
```

### (f) Expectation values in a product state

Show that $\langle\sigma|A|\sigma\rangle=(A|\sigma\rangle)(\sigma)$.

In the sum over configurations only $\sigma$ has a nonzero bra amplitude, and that amplitude is 1.

```lean
lemma expectation_ket (A : State V → State V) (σ : V → Bool) :
    expectation A (ket σ) = A (ket σ) σ := by
  rw [expectation, Finset.sum_eq_single σ] <;> simp +contextual [ket]
```

### (g) The diagonal overlap

Show that $\langle\sigma|\sigma\rangle=1$.

This is the Kronecker delta at equal arguments.

```lean
omit [DecidableEq V] in
lemma ket_self (σ : V → Bool) : ket σ σ = 1 := if_pos rfl
```

### (h) The overlap after a reversal

Show that $\langle\sigma^e|\sigma\rangle=0$.

By (d) the two configurations differ.

```lean
lemma ket_flipEdge (e : Sym2 V) (σ : V → Bool) : ket σ (flipEdge e σ) = 0 :=
  if_neg (flipEdge_ne e σ)
```

### (i) One bond acting on a product state

Let $e=\{i,j\}$ with $i\ne j$, and let $c$ be a configuration with $c_i\ne c_j$. Show that
$$\mathbf S_i\cdot\mathbf S_j|c\rangle=-\tfrac14|c\rangle+\tfrac12|c^e\rangle.$$

Compare amplitudes on $\tau$. If $\tau_i=\tau_j$, then $\tau$ is neither $c$ nor $c^e$, since both are antiparallel on $e$, and both sides vanish. If $\tau_i\ne\tau_j$, (a) gives $-\tfrac14\langle\tau|c\rangle+\tfrac12\langle\tau^e|c\rangle$. By (c), $\tau^e=c$ exactly when $\tau=c^e$, so the last overlap equals $\langle\tau|c^e\rangle$.

```lean
/-- On an antiparallel pair, `S_i · S_j` returns -1/4 of the product state plus 1/2 of the
state with both spins reversed. -/
theorem spinDot_ket {i j : V} (hij : i ≠ j) {c : V → Bool} (hc : c i ≠ c j) :
    spinDot i j (ket c) = (-1 / 4 : ℂ) • ket c + (1 / 2 : ℂ) • ket (flipEdge s(i, j) c) := by
  funext τ
  rw [spinDot_apply hij]
  simp only [Pi.add_apply, Pi.smul_apply, smul_eq_mul]
  by_cases h : τ i = τ j
  · have a : τ ≠ c := by
      rintro rfl
      exact hc h
    have b : τ ≠ flipEdge s(i, j) c := by
      rintro rfl
      apply hc
      simpa [flipEdge] using h
    have ha : ket c τ = 0 := if_neg a
    have hb : ket (flipEdge s(i, j) c) τ = 0 := if_neg b
    rw [if_pos h, ha, hb]
    ring
  · have h1 : ket c (flipEdge s(i, j) τ) = ket (flipEdge s(i, j) c) τ := by
      by_cases ht : τ = flipEdge s(i, j) c
      · rw [ht, flipEdge_flipEdge, ket_self, ket_self]
      · have h2 : flipEdge s(i, j) τ ≠ c := fun h' => ht (by rw [← h', flipEdge_flipEdge])
        simp [ket, ht, h2]
    rw [if_neg h, h1]
```

## The Hamiltonian and the Néel condition

Let $G$ be a simple graph on the sites and $J_e$ a real coupling for each edge $e$. All sums below run over the edges of $G$, and
$$H=\sum_e J_e\,\mathbf S_i\cdot\mathbf S_j,\qquad e=\{i,j\}.$$
With this sign $J_e>0$ is antiferromagnetic. Lean's `J` is defined on all pairs, but only its values on edges enter. The model has no field and no anisotropy.

The hypothesis `IsNeel G c` says that neighbours carry opposite spins in $c$. Such a $c$ exists only on a bipartite graph, so bipartiteness enters through this assumption.

```lean
variable {G : SimpleGraph V} [DecidableRel G.Adj] {c : V → Bool}

/-- The Heisenberg Hamiltonian `H = ∑ J_e S_i · S_j`, summed over the edges of `G`. -/
def heisenberg (G : SimpleGraph V) [DecidableRel G.Adj] (J : Sym2 V → ℝ) (ψ : State V) :
    State V := ∑ e ∈ G.edgeFinset, (J e : ℂ) • exchange e ψ

omit [DecidableEq V] [Fintype V] in
/-- A Néel configuration: neighbouring spins are opposite. -/
def IsNeel (G : SimpleGraph V) (c : V → Bool) : Prop := ∀ i j, G.Adj i j → c i ≠ c j
```

### (j) The Hamiltonian on the Néel state

For a Néel configuration $c$, show that
$$H|c\rangle=-\Big(\sum_e\tfrac{J_e}{4}\Big)|c\rangle+\sum_e\tfrac{J_e}{2}|c^e\rangle.$$

Every edge is antiparallel, so (i) applies to each term. Multiply by $J_e$ and sum. In the proof, `key` is the statement for one edge.

```lean
/-- The Hamiltonian returns the Néel state with weight `-∑ J_e/4` and adds, for each edge,
the state with that pair reversed, with weight `J_e/2`. -/
theorem heisenberg_neel (J : Sym2 V → ℝ) (hc : IsNeel G c) :
    heisenberg G J (ket c) = (-∑ e ∈ G.edgeFinset, (J e : ℂ) / 4) • ket c
      + ∑ e ∈ G.edgeFinset, ((J e : ℂ) / 2) • ket (flipEdge e c) := by
  have key : ∀ e ∈ G.edgeFinset, (J e : ℂ) • exchange e (ket c)
      = (-((J e : ℂ) / 4)) • ket c + ((J e : ℂ) / 2) • ket (flipEdge e c) := by
    intro e he
    induction e using Sym2.ind with
    | _ i j =>
      have hadj : G.Adj i j := by simpa using he
      change (J s(i, j) : ℂ) • spinDot i j (ket c) = _
      rw [spinDot_ket hadj.ne (hc i j hadj)]
      module
  rw [heisenberg, Finset.sum_congr rfl key, Finset.sum_add_distrib, ← Finset.sum_smul,
    Finset.sum_neg_distrib]
```

### (k) Amplitude on a reversed pair

For an edge $e$, show that $(H|c\rangle)(c^e)=J_e/2$.

By (h), $|c\rangle$ has no amplitude on $c^e$. By (e), the states $|c^{e'}\rangle$ with $e'\neq e$ have none either. One term of (j) survives.

```lean
lemma heisenberg_neel_flip (J : Sym2 V → ℝ) (hc : IsNeel G c) {e : Sym2 V}
    (he : e ∈ G.edgeFinset) : heisenberg G J (ket c) (flipEdge e c) = (J e : ℂ) / 2 := by
  rw [heisenberg_neel J hc]
  simp only [Pi.add_apply, Pi.smul_apply, Finset.sum_apply, smul_eq_mul]
  -- different edges lead to different configurations, so one term survives
  rw [ket_flipEdge, mul_zero, zero_add, Finset.sum_eq_single e]
  · rw [ket_self, mul_one]
  · intro e' _ hne
    have h0 : ket (flipEdge e' c) (flipEdge e c) = 0 :=
      if_neg fun h => hne (flipEdge_inj h).symm
    rw [h0, mul_zero]
  · exact fun h => absurd he h
```

### (l) Returning to the Néel configuration

For any state $\psi$, show that
$$(H\psi)(c)=\sum_e J_e\big(-\tfrac14\psi(c)+\tfrac12\psi(c^e)\big).$$

Evaluate (a) at $\sigma=c$, where every edge is antiparallel, and sum.

```lean
lemma heisenberg_apply_neel (J : Sym2 V → ℝ) (hc : IsNeel G c) (ψ : State V) :
    heisenberg G J ψ c
      = ∑ e ∈ G.edgeFinset, (J e : ℂ) * (-1 / 4 * ψ c + 1 / 2 * ψ (flipEdge e c)) := by
  simp only [heisenberg, Finset.sum_apply, Pi.smul_apply, smul_eq_mul]
  refine Finset.sum_congr rfl fun e he => ?_
  induction e using Sym2.ind with
  | _ i j =>
    have hadj : G.Adj i j := by simpa using he
    change (J s(i, j) : ℂ) * spinDot i j ψ c = _
    rw [spinDot_apply hadj.ne, if_neg (hc i j hadj)]
```

### (m) The energy

Show that $\langle c|H|c\rangle=-\sum_e J_e/4$.

By (f), the expectation value is $(H|c\rangle)(c)$. Put $\psi=|c\rangle$ in (l): $\psi(c)=1$ by (g) and $\psi(c^e)=0$ by (h).

```lean
/-- The energy expectation value of the Néel state is `-∑ J_e/4`. -/
theorem neel_energy (J : Sym2 V → ℝ) (hc : IsNeel G c) :
    expectation (heisenberg G J) (ket c) = -∑ e ∈ G.edgeFinset, (J e : ℂ) / 4 := by
  rw [expectation_ket, heisenberg_apply_neel J hc, ← Finset.sum_neg_distrib]
  refine Finset.sum_congr rfl fun e _ => ?_
  rw [ket_self, ket_flipEdge]
  ring
```

### (n) The variance

Show that
$$\langle H^2\rangle-\langle H\rangle^2=\sum_e\tfrac{J_e^2}{4}.$$

Let $E=-\sum_e J_e/4$ and put $\psi=H|c\rangle$ in (l). Then $\psi(c)=E$ by (m) and $\psi(c^e)=J_e/2$ by (k), so
$$\langle H^2\rangle=\sum_e J_e\Big(-\tfrac14E+\tfrac12\cdot\tfrac{J_e}{2}\Big)=E^2+\sum_e\tfrac{J_e^2}{4}.$$
Subtract $E^2$. The second application of $H$ either stays at $c$ or undoes the reversal made by the first, so there are no cross terms between different edges beyond those in $E^2$. In the proof, `hE` is the energy and `hs` is the displayed second moment.

```lean
/-- The energy variance of the Néel state is `∑ J_e²/4`. -/
theorem neel_variance (J : Sym2 V → ℝ) (hc : IsNeel G c) :
    variance (heisenberg G J) (ket c) = ∑ e ∈ G.edgeFinset, (J e : ℂ) ^ 2 / 4 := by
  have hE : heisenberg G J (ket c) c = -∑ e ∈ G.edgeFinset, (J e : ℂ) / 4 :=
    (expectation_ket (heisenberg G J) c).symm.trans (neel_energy J hc)
  -- the second application of H returns to the Néel state directly or by undoing a flip
  have hs : heisenberg G J (heisenberg G J (ket c)) c
      = (∑ e ∈ G.edgeFinset, (J e : ℂ) / 4) * (-(heisenberg G J (ket c) c))
        + ∑ e ∈ G.edgeFinset, (J e : ℂ) ^ 2 / 4 := by
    rw [heisenberg_apply_neel J hc, Finset.sum_mul, ← Finset.sum_add_distrib]
    refine Finset.sum_congr rfl fun e he => ?_
    rw [heisenberg_neel_flip J hc he]
    ring
  rw [variance, neel_energy J hc, expectation_ket, Function.comp_apply, hs, hE]
  ring
```

A Lanczos run on this finite model, started from $|c\rangle$, produces both numbers in its first step: the first diagonal coefficient is the energy, and the square of the first off-diagonal coefficient is the variance. This gives a quick test of a matrix-vector routine.

### (o) When the Néel state is an eigenstate

Show that
$$H|c\rangle=E|c\rangle\ \text{for some }E\in\mathbb C\iff J_e=0\ \text{for every edge }e.$$

Compare amplitudes on $c^e$. The left side gives $J_e/2$ by (k) and the right side gives $0$ by (h), so $J_e=0$. Conversely, if all couplings vanish then $H=0$, and $E=0$ works. This includes a graph without edges.

```lean
/-- The Néel state is an eigenstate of the Heisenberg Hamiltonian exactly when the coupling
vanishes on every edge. -/
theorem neel_eigenstate_iff (J : Sym2 V → ℝ) (hc : IsNeel G c) :
    (∃ E : ℂ, heisenberg G J (ket c) = E • ket c) ↔ ∀ e ∈ G.edgeFinset, J e = 0 := by
  constructor
  · rintro ⟨E, hE⟩ e he
    have h := congrFun hE (flipEdge e c)
    rw [heisenberg_neel_flip J hc he, Pi.smul_apply, ket_flipEdge, smul_zero] at h
    have h0 : (J e : ℂ) = 0 := by linear_combination 2 * h
    exact_mod_cast h0
  · intro h
    refine ⟨0, ?_⟩
    rw [zero_smul, heisenberg]
    exact Finset.sum_eq_zero fun e he => by rw [h e he, Complex.ofReal_zero, zero_smul]
```

Hence, in a finite spin-1/2 Heisenberg antiferromagnet with at least one nonzero coupling, the Néel state is not the ground state, although its energy is a variational upper bound.

### (p) Uniform coupling

Let $J_e=J$ on all $N$ edges. Show that
$$\langle H\rangle=-\frac{NJ}{4},\qquad \langle H^2\rangle-\langle H\rangle^2=\frac{NJ^2}{4}.$$

The sums in (m) and (n) have $N$ equal terms; $N$ is `G.edgeFinset.card`. For the two spins of the opening, $N=1$: the energy is $-J/4$, midway between singlet and triplet, and the standard deviation is $|J|/2$, half their splitting.

```lean
/-- For a uniform coupling `J`, the Néel state has energy `-J/4` per edge and energy
variance `J²/4` per edge. -/
theorem neel_uniform (J : ℝ) (hc : IsNeel G c) :
    expectation (heisenberg G fun _ => J) (ket c) = -(G.edgeFinset.card * ((J : ℂ) / 4)) ∧
    variance (heisenberg G fun _ => J) (ket c) = G.edgeFinset.card * ((J : ℂ) ^ 2 / 4) := by
  rw [neel_energy _ hc, neel_variance _ hc]
  simp only [Finset.sum_const, nsmul_eq_mul, and_self]

end

end NeelStateFluctuations
```

```lean
#print axioms NeelStateFluctuations.neel_variance
-- 'NeelStateFluctuations.neel_variance' depends on axioms: [propext, Classical.choice, Quot.sound]
#print axioms NeelStateFluctuations.neel_eigenstate_iff
-- 'NeelStateFluctuations.neel_eigenstate_iff' depends on axioms: [propext, Classical.choice, Quot.sound]
#print axioms NeelStateFluctuations.neel_uniform
-- 'NeelStateFluctuations.neel_uniform' depends on axioms: [propext, Classical.choice, Quot.sound]
```
